# A nonzero row state of energy E and transfer operators that commute with H give d independent states of energy E

## One orbital on a triangle of atoms

Three equal hydrogen atoms sit at the corners of an equilateral triangle, with one 1s orbital $s_1, s_2, s_3$ on each. Suppose that a one-electron Hamiltonian with the full symmetry of the triangle has the orbital $2s_1 - s_2 - s_3$, up to normalisation, as an eigenstate with energy $E$. A rotation by 120° turns it into $2s_2 - s_3 - s_1$, which must have the same energy, and a second rotation gives $2s_3 - s_1 - s_2$. These three orbitals add up to zero, so they are not three independent states. How many independent states of energy $E$ does the symmetry guarantee, and which operators produce them without redundancy?

Group theory answers with operators $P_{ij}$, where $i$ and $j$ run from 1 to the dimension $d$ of an irreducible representation. For a finite group $G$ with unitary irreducible matrices $D(R)$ and operators $U(R)$ on the states, they are

$$P_{ij} = \frac{d}{|G|} \sum_{R \in G} D_{ij}(R)^* \, U(R).$$

The operator $P_{ij}$ takes the component of a state that transforms like the $j$-th basis function and turns it into the matching $i$-th one. On the triangle $d = 2$, and with a suitable choice of the matrices $P_{21}$ sends $2s_1 - s_2 - s_3$ to a multiple of $s_2 - s_3$.

Many textbooks call all the $P_{ij}$ projection operators. Only the $P_{ii}$ are projections in the strict sense, so the whole set is called transfer operators here. A state with $P_{jj} v = v$ is said to belong to row $j$; some books say column.

## The assumptions and the claim

Two properties of these operators are used:

$$P_{ij} P_{kl} = \delta_{jk} P_{il}, \qquad H P_{ij} = P_{ij} H.$$

The second holds when the Hamiltonian $H$ has the symmetry of the group, that is, when it commutes with every $U(R)$. The claim is that if $v \neq 0$, $P_{jj} v = v$ and $H v = E v$, then the $d$ partners $P_{1j} v, \dots, P_{dj} v$ are linearly independent eigenvectors of $H$ with energy $E$.

In Lean this is `partners_degenerate`. Its ingredients read as follows.

- The states form a vector space `V` over a field `K`, which is $\mathbb{C}$ in quantum mechanics. There is no inner product, so the theorem speaks of independence and not of orthogonality or norms.
- `H` and each `P i j` are elements of `End K V`, linear maps defined on all of `V`. The space may be infinite-dimensional, but a differential operator needs a space of functions that it maps into itself.
- The labels $i, j$ come from a type `ι`. It is finite, with $d$ equal to `Fintype.card ι`, only where partners are counted or summed.
- `IsTransferFamily P` is the multiplication rule, with the Kronecker delta written as `if j = k then P i l else 0`.
- `H.HasEigenvector E (P i j v)` means that the partner solves the eigenvalue equation and is nonzero.

The group itself does not appear. That the group average above obeys the multiplication rule follows from the orthogonality relations of irreducible matrices. This step, and the commutation of $H$ with every $U(R)$, have to be supplied when the theorem is applied to a molecule.

Two further theorems count states. `card_le_degeneracy` says that a finite-dimensional level containing such a $v$ is at least $d$-fold degenerate. `degeneracy_eq` needs no such $v$ but assumes that $\sum_i P_{ii} = 1$, and gives the degeneracy as $d$ times the number of independent row-$j$ states of that energy. Physically, the extra condition says that `V` holds only states of the one symmetry type. On the triangle this excludes the totally symmetric combination $s_1 + s_2 + s_3$, which the $P_{ii}$ of the two-dimensional representation annihilate; there one takes for `V` the two-dimensional space of the combinations whose coefficients add up to zero.

In electronic-structure work, the lower bound applies to the orbital levels of a fixed one-electron operator in a finite basis, provided that the $P_{ij}$ map the space spanned by the basis into itself, that the operator commutes with them on this space, and that the level in question contains a nonzero state belonging to some row $j$.

## Independence from a single application of $P_{ji}$

**Energy.** Since $H$ commutes with $P_{ij}$,

$$H (P_{ij} v) = P_{ij} (H v) = E \, P_{ij} v.$$

**Action on partners.** The multiplication rule gives

$$P_{kl} (P_{ij} v) = \delta_{li} \, P_{kj} v.$$

So $P_{kl}$ turns partner $l$ into partner $k$ and annihilates the others.

**Independence.** Let a combination of partners with coefficients $g_m$ vanish, $\sum_m g_m P_{mj} v = 0$. Apply $P_{ji}$ to it. Only the term $m = i$ survives:

$$0 = \sum_m g_m \, P_{ji} P_{mj} v = g_i \, P_{jj} v.$$

If $P_{jj} v \neq 0$, then $g_i = 0$, and this holds for every $i$. Conversely, $P_{jj} v$ is itself one of the partners, so it cannot vanish if they are independent. The partners are therefore independent exactly when $P_{jj} v \neq 0$.

For a nonzero $v$ in row $j$ we have $P_{jj} v = v \neq 0$, so the partners are independent. In particular none of them is zero, and each is an eigenvector. The level contains $d$ independent vectors, hence its dimension is at least $d$. For $d = 1$ the only partner is $v$ itself.

## Counting a level by one of its rows

Now let $\sum_i P_{ii} = 1$, and let $x$ be any state with $H x = E x$. Form the $d$ vectors $w_i = P_{ji} x$. Each has energy $E$ and belongs to row $j$, because $P_{jj} P_{ji} x = P_{ji} x$. They determine $x$:

$$\sum_i P_{ij} w_i = \sum_i P_{ij} P_{ji} x = \sum_i P_{ii} x = x.$$

In the other direction, choose any $d$ row-$j$ states $w_1, \dots, w_d$ of energy $E$ and set $x = \sum_k P_{kj} w_k$. This $x$ has energy $E$, and

$$P_{ji} x = \sum_k P_{ji} P_{kj} w_k = P_{jj} w_i = w_i.$$

The two maps are inverse to each other. The level is thus a copy of $d$-tuples of row-$j$ states, and if it has finite dimension,

$$\dim(\text{level}) = d \cdot \dim(\text{row-}j\text{ states of energy } E).$$

If row $j$ holds more than one independent state of this energy, the degeneracy is a larger multiple of $d$. If $E$ is not an eigenvalue, both sides are zero.

## The Lean file

```lean
import Mathlib

open Module

namespace PartnerDegeneracy

noncomputable section

variable {K V ι : Type*} [Field K] [AddCommGroup V] [Module K V]
variable {P : ι → ι → End K V} {H : End K V} {E : K}

/-- An operator that commutes with `H` carries a solution of `H v = E v` to a solution with the same
`E`. -/
theorem partner_energy {T : End K V} (hT : Commute H T) {v : V} (hv : H v = E • v) :
    H (T v) = E • T v := by
  have h := LinearMap.congr_fun hT.eq v
  simp only [End.mul_apply] at h
  rw [h, hv, map_smul]

/-- The states of energy `E` that belong to row `j`: those with `H v = E v` and `P_jj v = v`. -/
def rowStates (P : ι → ι → End K V) (H : End K V) (E : K) (j : ι) : Submodule K V where
  carrier := {v | H v = E • v ∧ P j j v = v}
  zero_mem' := ⟨by simp, by simp⟩
  add_mem' := by
    rintro v w ⟨h1, h2⟩ ⟨h3, h4⟩
    exact ⟨by rw [map_add, h1, h3, smul_add], by rw [map_add, h2, h4]⟩
  smul_mem' := by
    rintro c v ⟨h1, h2⟩
    exact ⟨by rw [map_smul, h1, smul_comm], by rw [map_smul, h2]⟩

variable [DecidableEq ι]

/-- The multiplication rule of transfer operators, `P_ij P_kl = δ_jk P_il`. -/
def IsTransferFamily (P : ι → ι → End K V) : Prop :=
  ∀ i j k l, P i j * P k l = if j = k then P i l else 0

/-- For transfer operators, `P_kl` turns the partner `P_ij v` into `P_kj v` if `l = i`, and
annihilates it otherwise. -/
theorem transfer_partner (hP : IsTransferFamily P) (i j k l : ι) (v : V) :
    P k l (P i j v) = if l = i then P k j v else 0 := by
  have h := LinearMap.congr_fun (hP k l i j) v
  rw [End.mul_apply] at h
  rw [h]
  split_ifs <;> simp

/-- For transfer operators, the partners `P_ij v` (`j` fixed) are linearly independent exactly
when `v` has a nonzero component `P_jj v` in row `j`. -/
theorem partners_linearIndependent_iff (hP : IsTransferFamily P) (j : ι) (v : V) :
    LinearIndependent K (fun i => P i j v) ↔ P j j v ≠ 0 := by
  constructor
  · intro h
    exact h.ne_zero j
  · intro hv
    rw [linearIndependent_iff']
    intro s g hg i hi
    -- `P_ji` picks the `i`-th term out of the vanishing combination
    have h := congrArg (P j i) hg
    simp only [map_sum, map_smul, transfer_partner hP, smul_ite, smul_zero, map_zero,
      Finset.sum_ite_eq, hi, if_true] at h
    exact (smul_eq_zero.mp h).resolve_right hv

/-- Let transfer operators `P_ij` commute with `H`. If `v` is nonzero, `P_jj v = v` and
`H v = E v`, then the partners `P_ij v` are linearly independent eigenvectors of `H` with
energy `E`. -/
theorem partners_degenerate (hP : IsTransferFamily P) (hH : ∀ i j, Commute H (P i j))
    {j : ι} {v : V} (hv : v ≠ 0) (hj : P j j v = v) (hE : H v = E • v) :
    LinearIndependent K (fun i => P i j v) ∧ ∀ i, H.HasEigenvector E (P i j v) := by
  have hli : LinearIndependent K (fun i => P i j v) :=
    (partners_linearIndependent_iff hP j v).mpr (by rwa [hj])
  exact ⟨hli, fun i =>
    ⟨End.mem_eigenspace_iff.mpr (partner_energy (hH i j) hE), hli.ne_zero i⟩⟩

/-- Let `d²` transfer operators commute with `H`. A finite-dimensional energy level that contains
a nonzero state `v` with `P_jj v = v` is at least `d`-fold degenerate. -/
theorem card_le_degeneracy [Fintype ι] [FiniteDimensional K (H.eigenspace E)]
    (hP : IsTransferFamily P) (hH : ∀ i j, Commute H (P i j))
    {j : ι} {v : V} (hv : v ≠ 0) (hj : P j j v = v) (hE : H v = E • v) :
    Fintype.card ι ≤ finrank K (H.eigenspace E) := by
  obtain ⟨hli, hev⟩ := partners_degenerate hP hH hv hj hE
  let w : ι → H.eigenspace E := fun i => ⟨P i j v, (hev i).1⟩
  have hw : LinearIndependent K w :=
    LinearIndependent.of_comp (H.eigenspace E).subtype hli
  exact hw.fintype_card_le_finrank

/-- If `d²` transfer operators commute with `H` and `∑ P_ii = 1`, the level of energy `E` is
identified with `d` copies of its row-`j` states, through `x ↦ (P_ji x)_i`. -/
def levelEquiv [Fintype ι] (hP : IsTransferFamily P) (hH : ∀ i j, Commute H (P i j))
    (hsum : ∑ i, P i i = 1) (E : K) (j : ι) :
    H.eigenspace E ≃ₗ[K] (ι → rowStates P H E j) where
  toFun x i := ⟨P j i (x : V),
    partner_energy (hH j i) (End.mem_eigenspace_iff.mp x.2),
    by rw [transfer_partner hP, if_pos rfl]⟩
  map_add' x y := funext fun i => Subtype.ext (map_add (P j i) (x : V) (y : V))
  map_smul' c x := funext fun i => Subtype.ext (map_smul (P j i) c (x : V))
  invFun w := ⟨∑ i, P i j (w i : V), End.mem_eigenspace_iff.mpr (by
    rw [map_sum, Finset.smul_sum]
    exact Finset.sum_congr rfl fun i _ => partner_energy (hH i j) (w i).2.1)⟩
  left_inv x := by
    apply Subtype.ext
    -- the terms recombine to `∑ P_ii x = x`
    show ∑ i, P i j (P j i (x : V)) = (x : V)
    simp only [transfer_partner hP, if_true]
    have h := LinearMap.congr_fun hsum (x : V)
    simpa [LinearMap.sum_apply] using h
  right_inv w := by
    funext i
    apply Subtype.ext
    show P j i (∑ k, P k j (w k : V)) = (w i : V)
    simp only [map_sum, transfer_partner hP, Finset.sum_ite_eq, Finset.mem_univ, if_true]
    exact (w i).2.2

/-- If `d²` transfer operators commute with `H` and `∑ P_ii = 1`, the degeneracy of a
finite-dimensional level is `d` times the number of its independent row-`j` states. -/
theorem degeneracy_eq [Fintype ι] [FiniteDimensional K (H.eigenspace E)]
    (hP : IsTransferFamily P) (hH : ∀ i j, Commute H (P i j))
    (hsum : ∑ i, P i i = 1) (j : ι) :
    finrank K (H.eigenspace E) = Fintype.card ι * finrank K (rowStates P H E j) := by
  have hle : rowStates P H E j ≤ H.eigenspace E :=
    fun v hv => End.mem_eigenspace_iff.mpr hv.1
  have : FiniteDimensional K (rowStates P H E j) := Submodule.finiteDimensional_of_le hle
  rw [(levelEquiv hP hH hsum E j).finrank_eq, Module.finrank_pi_fintype]
  simp

variable {κ : Type*}

/-- On wavefunctions `ψ(k, a)` with partner label `k` and level label `a`, the operator that moves
the component with partner label `j` to partner label `i` and drops all others. -/
def modelTransfer (i j : ι) : End ℂ (ι → κ → ℂ) where
  toFun ψ k a := if k = i then ψ j a else 0
  map_add' ψ φ := by
    funext k a
    by_cases h : k = i <;> simp [h]
  map_smul' c ψ := by
    funext k a
    by_cases h : k = i <;> simp [h]

omit [DecidableEq ι] in
/-- The Hamiltonian that multiplies `ψ(k, a)` by the real level energy `ε_a`. -/
def modelHamiltonian (ε : κ → ℝ) : End ℂ (ι → κ → ℂ) where
  toFun ψ k a := (ε a : ℂ) * ψ k a
  map_add' ψ φ := by
    funext k a
    simp [mul_add]
  map_smul' c ψ := by
    funext k a
    simp [mul_left_comm]

/-- The basis state with partner label `j` and level label `a`. -/
def modelState [DecidableEq κ] (j : ι) (a : κ) : ι → κ → ℂ :=
  fun k b => if k = j ∧ b = a then 1 else 0

/-- The model operators obey the transfer rule, commute with the model Hamiltonian and resolve the
identity; the basis state `(j, a)` is nonzero, lies in row `j` and has energy `ε_a`. -/
theorem partners_witness [Fintype ι] [DecidableEq κ] (ε : κ → ℝ) (j : ι) (a : κ) :
    IsTransferFamily (modelTransfer (ι := ι) (κ := κ)) ∧
    (∀ i l : ι, Commute (modelHamiltonian ε) (modelTransfer (κ := κ) i l)) ∧
    ∑ i : ι, modelTransfer (κ := κ) i i = 1 ∧
    modelState j a ≠ 0 ∧
    modelTransfer j j (modelState j a) = modelState j a ∧
    modelHamiltonian ε (modelState j a) = (ε a : ℂ) • modelState j a := by
  refine ⟨?_, ?_, ?_, ?_, ?_, ?_⟩
  · intro i l k m
    refine LinearMap.ext fun ψ => ?_
    funext n b
    by_cases h : l = k <;> by_cases h' : n = i <;>
      simp [modelTransfer, End.mul_apply, h, h']
  · intro i l
    refine LinearMap.ext fun ψ => ?_
    funext n b
    by_cases h : n = i <;> simp [modelTransfer, modelHamiltonian, End.mul_apply, h]
  · refine LinearMap.ext fun ψ => ?_
    funext n b
    simp [modelTransfer, LinearMap.sum_apply, Finset.sum_apply]
  · intro h
    have h1 := congrFun (congrFun h j) a
    simp [modelState] at h1
  · funext k b
    by_cases h : k = j <;> simp [modelTransfer, modelState, h]
  · funext k b
    by_cases h : b = a <;> simp [modelHamiltonian, modelState, h]

end

end PartnerDegeneracy
```

```lean
#print axioms PartnerDegeneracy.partners_linearIndependent_iff
-- 'PartnerDegeneracy.partners_linearIndependent_iff' depends on axioms: [propext, Classical.choice, Quot.sound]
#print axioms PartnerDegeneracy.card_le_degeneracy
-- 'PartnerDegeneracy.card_le_degeneracy' depends on axioms: [propext, Classical.choice, Quot.sound]
#print axioms PartnerDegeneracy.degeneracy_eq
-- 'PartnerDegeneracy.degeneracy_eq' depends on axioms: [propext, Classical.choice, Quot.sound]
```

## From the commutator to the eigenvectors

`partner_energy` is the energy step for any operator `T` that commutes with `H`. Evaluating the operator identity at `v` gives $H(Tv) = T(Hv)$, and the rewrite inserts $Hv = Ev$ and pulls the scalar out.

`transfer_partner` does the same with the multiplication rule: it evaluates the rule at `v` and treats the cases $l = i$ and $l \neq i$ separately.

In `partners_linearIndependent_iff`, the forward direction is the remark that $P_{jj} v$ is one of the partners, and members of an independent family are nonzero. For the reverse direction, `linearIndependent_iff'` provides a finite set `s` of labels, coefficients `g` and a vanishing sum `hg`. The line with `congrArg (P j i) hg` applies $P_{ji}$ to both sides. The simplification then moves the operator into the sum, uses `transfer_partner` on each term and keeps the one with label `i`, leaving $g_i P_{jj} v = 0$. Since the vector is nonzero, the coefficient vanishes. Working with finite sets `s` is what lets the argument hold for infinitely many labels too.

`partners_degenerate` combines these results. The row condition `hj` turns $P_{jj} v \neq 0$ into $v \neq 0$, and the independence just obtained also supplies the nonzero part of each eigenvector statement.

## From the eigenvectors to the degeneracy

`card_le_degeneracy` regards the partners as elements `w` of the eigenspace. They are independent there because their images in `V` are, and an independent family has no more members than the dimension.

`rowStates` defines the row-$j$ states of energy $E$ as a subspace; its three proofs check that zero, sums and multiples stay inside. `levelEquiv` is the identification of the level with $d$ copies of this subspace. Its fields `toFun` and `invFun` are the maps $x \mapsto (P_{ji} x)_i$ and $w \mapsto \sum_i P_{ij} w_i$, together with proofs that their values have the right energy and row. The field `left_inv` is the computation that ends in $\sum_i P_{ii} x = x$, and `right_inv` is the one that ends in $P_{jj} w_i = w_i$.

`degeneracy_eq` first notes that the row states lie in the level and so have finite dimension. It then compares dimensions across `levelEquiv`; the dimension of the $d$-tuples is a sum of $d$ equal terms.

## A system that meets every assumption

The last part of the file gives a concrete example. Wavefunctions $\psi(k, a)$ carry a partner label $k$ and a level label $a$. `modelTransfer i j` moves the component with partner label $j$ to label $i$ and drops the rest, while `modelHamiltonian ε` multiplies $\psi(k, a)$ by a real energy $\varepsilon_a$ that does not depend on $k$. The two act on different labels and therefore commute.

`partners_witness` verifies the multiplication rule, the commutation with $H$ and the condition $\sum_i P_{ii} = 1$. It also shows that `modelState j a`, which is 1 at $(j, a)$ and 0 elsewhere, is nonzero, belongs to row $j$ and has energy $\varepsilon_a$. The equations are proved by comparing values at every pair of labels, and the state is nonzero because its value at $(j, a)$ is 1. The counting theorems also ask for a finite-dimensional level; this holds in the model whenever there are finitely many level labels, since the whole space is then finite-dimensional.
